# Link fields on a ring are gauge equivalent exactly when their Wilson loops are conjugate

Let $u_j$ and $v_j$ be links in a group $G$ on a ring of $N\ge 1$ sites, with $j$ taken modulo $N$. There are frame changes $g_j\in G$ with
$$v_j=g_j^{-1}u_j\,g_{j+1}\quad\text{for all } j$$
if and only if the Wilson loops $W(u)=u_0u_1\cdots u_{N-1}$ and $W(v)=v_0v_1\cdots v_{N-1}$ are conjugate in $G$.

For an isolated set of $M$ bands on a discrete, closed line of $k$-points, $u_j$ can be the unitarised overlap matrix between the band frames at neighbouring points, and $g_j\in U(M)$ a rotation of the frame at point $j$. Conjugate unitary matrices are those with the same eigenvalues and multiplicities, so on this single loop the multiband Berry phases are all that the links contain up to gauge.

## Links that can be inverted

```lean
import Mathlib

namespace WilsonLoopRing

variable {G : Type*} [Group G] {N : ℕ}
```

The only structure required of $G$ is that of a group. Physically, transport from one site to the next loses no state and can be undone. Neither unitarity nor commutativity is assumed; in an abelian group conjugate elements are equal, and for $U(1)$ the criterion compares two Berry phases modulo $2\pi$.

Write $T_n(u)=u_0\cdots u_{n-1}$ for transport along the first $n$ links, with $T_0=1$. This is `transport u n`, and later links multiply on the right.

```lean
/-- The ordered product `u 0 * u 1 * ... * u (n - 1)` of the first `n` links, with site numbers read
modulo `N`; it is `1` for `n = 0`. -/
def transport (u : ZMod N → G) : ℕ → G
  | 0 => 1
  | n + 1 => transport u n * u (n : ZMod N)
```

The loop is $W(u)=T_N(u)$, based at site $0$.

```lean
/-- The Wilson loop: the ordered product of all `N` links once around the ring,
starting at site `0`. -/
def wilsonLoop (u : ZMod N → G) : G := transport u N
```

The function `gaugeTransform g u` gives the links in the new frames.

```lean
/-- The links after a change of frame `g j` at every site `j`. -/
def gaugeTransform (g u : ZMod N → G) (j : ZMod N) : G :=
  (g j)⁻¹ * u j * g (j + 1)
```

By hand, inverses are used to solve the link equation for the next frame, $g_{n+1}=u_n^{-1}g_nv_n$. Starting from $g_0=c$ and iterating gives
$$g_n=T_n(u)^{-1}\,c\,T_n(v),$$
which is `carriedFrame u v c n`.

```lean
/-- The frame change `c` at site `0`, carried `n` steps along the ring with the
links `u` and `v`. -/
def carriedFrame (u v : ZMod N → G) (c : G) (n : ℕ) : G :=
  (transport u n)⁻¹ * c * transport v n
```

Inverses also make the intermediate frames cancel. If $v$ is the transform of $u$ and $T_n(v)=g_0^{-1}T_n(u)g_n$, then
$$T_{n+1}(v)=g_0^{-1}T_n(u)g_n\,g_n^{-1}u_ng_{n+1}=g_0^{-1}T_{n+1}(u)g_{n+1}.$$
The Lean induction is this computation, with `group` performing the cancellation.

```lean
/-- Under a gauge transformation, transport along `n` links changes only by the
frames at its two ends. -/
theorem transport_gaugeTransform (g u : ZMod N → G) (n : ℕ) :
    transport (gaugeTransform g u) n = (g 0)⁻¹ * transport u n * g (n : ZMod N) := by
  induction n with
  | zero => simp [transport]
  | succ n ih =>
    -- the frames at the intermediate site `n` cancel
    simp only [transport, ih, gaugeTransform, Nat.cast_succ]
    group
```

With singular links the criterion fails. For two sites and numbers as links, $u=(0,1)$ and $v=(0,0)$ both have product $0$, yet no invertible frames turn the link $1$ into $0$.

## A chain that closes

Indexing by `ZMod N` makes site $N$ the same as site $0$, and a function `g : ZMod N → G` assigns one frame to each site. In the band picture this is a periodic gauge. Setting $n=N$ in the transport formula and using $g_N=g_0$ gives
$$W(v)=g_0^{-1}W(u)g_0,$$
which proves that gauge equivalence implies conjugacy. In the proof, closure enters through `ZMod.natCast_self`, which says that $N$ is zero in `ZMod N`.

```lean
/-- Under a gauge transformation the Wilson loop is conjugated by the frame change
at its starting point. -/
theorem wilsonLoop_gaugeTransform (g u : ZMod N → G) :
    wilsonLoop (gaugeTransform g u) = (g 0)⁻¹ * wilsonLoop u * g 0 := by
  have h := transport_gaugeTransform g u N
  rw [ZMod.natCast_self] at h
  exact h
```

On an open chain, where the last frame is independent of the first, the recursion for $g_n$ always succeeds and any two link fields are gauge equivalent.

## At least one site, and the step across the seam

The hypothesis $N\ge1$ appears as `[NeZero N]`. The case $N=1$ is included: one link joins the site to itself, and the gauge transformation is plain conjugation.

The converse turns on the passage between two kinds of index. Transport is defined by recursion on natural numbers, whereas frames live on the ring. Mathlib's `ZMod.val` picks the representative $0\le j<N$ of a site. Casting it back returns the site (`ZMod.natCast_zmod_val`), but casting a natural number to the ring and then taking `val` reduces it modulo $N$ (`ZMod.val_natCast`). Thus `(j + 1).val` equals `j.val + 1` except at the last site, where it is $0$. The next lemma shows that a sequence with $h_N=h_0$ does not notice the difference.

```lean
/-- A sequence that returns to its initial value after `N` steps is compatible with
the step from each site of the ring to the next. -/
theorem closed_sequence_step {α : Type*} [NeZero N] (h : ℕ → α) (hN : h N = h 0)
    (j : ZMod N) :
    h (j + 1).val = h (j.val + 1) := by
  have hj : j + 1 = ((j.val + 1 : ℕ) : ZMod N) := by
    rw [Nat.cast_succ, ZMod.natCast_zmod_val]
  rw [hj, ZMod.val_natCast]
  have hlt : j.val < N := ZMod.val_lt j
  rcases Nat.lt_or_ge (j.val + 1) N with h1 | h1
  · rw [Nat.mod_eq_of_lt h1]
  · -- the last link leads back to site `0`
    have h2 : j.val + 1 = N := by omega
    rw [h2, Nat.mod_self, hN]
```

For $N=0$, Mathlib's `ZMod 0` is the set of integers, so the ring becomes an infinite chain and `val` becomes the absolute value. The representative used in this construction is then lost.

## Loops conjugated by the frame at the origin

Suppose $W(v)=c^{-1}W(u)c$. Physically, $c$ matches the two round-trip transports as seen from site $0$. By hand, this is what closes the carried frame:
$$g_N=W(u)^{-1}c\,W(v)=W(u)^{-1}c\,c^{-1}W(u)c=c=g_0.$$
Every link then comes out right, the last one included:
$$g_n^{-1}u_ng_{n+1}=T_n(v)^{-1}c^{-1}T_n(u)\,u_n\,T_{n+1}(u)^{-1}c\,T_{n+1}(v)=v_n.$$
The frame is also unique, since the transport formula forces $g_n=T_n(u)^{-1}c\,T_n(v)$ once $g_0=c$.

The theorem states this with `∃!`. In its proof, `hN` is the closure, `closed_sequence_step` handles the seam, and the last bullet is uniqueness.

```lean
/-- There is exactly one gauge transformation with frame change `c` at site `0` that
takes the links `u` to `v`, if and only if `c` conjugates one Wilson loop into the other. -/
theorem existsUnique_gauge_iff [NeZero N] (u v : ZMod N → G) (c : G) :
    (∃! g : ZMod N → G, g 0 = c ∧ gaugeTransform g u = v) ↔
      wilsonLoop v = c⁻¹ * wilsonLoop u * c := by
  constructor
  · rintro ⟨g, ⟨rfl, rfl⟩, -⟩
    exact wilsonLoop_gaugeTransform g u
  · intro hW
    have h0 : carriedFrame u v c 0 = c := by simp [carriedFrame, transport]
    -- the loop condition makes the carried frame close up after one turn
    have hN : carriedFrame u v c N = carriedFrame u v c 0 := by
      rw [h0]
      change (wilsonLoop u)⁻¹ * c * wilsonLoop v = c
      rw [hW]
      group
    refine ⟨fun j => carriedFrame u v c j.val, ⟨?_, ?_⟩, ?_⟩
    · change carriedFrame u v c (0 : ZMod N).val = c
      rw [ZMod.val_zero, h0]
    · funext j
      change (carriedFrame u v c j.val)⁻¹ * u j * carriedFrame u v c (j + 1).val = v j
      rw [closed_sequence_step _ hN j]
      simp only [carriedFrame, transport, ZMod.natCast_zmod_val]
      group
    · -- transport from site `0` fixes the frame at every other site
      rintro g ⟨hg0, hg⟩
      funext j
      have ht := transport_gaugeTransform g u j.val
      rw [ZMod.natCast_zmod_val, hg, hg0] at ht
      simp only [carriedFrame, ht]
      group
```

Without the condition on $c$, the same frames still reproduce $v_0,\dots,v_{N-2}$, and the whole mismatch sits in the last link.

Letting $c$ vary gives the result stated at the start. Mathlib's `IsConj` unfolds to $cW(u)c^{-1}=W(v)$, so the frame at the origin is $c^{-1}$ here.

```lean
/-- Completeness of the Wilson loop on a ring: two link fields are related by a gauge
transformation if and only if their Wilson loops are conjugate. -/
theorem gauge_equivalent_iff_isConj [NeZero N] (u v : ZMod N → G) :
    (∃ g : ZMod N → G, ∀ j, v j = (g j)⁻¹ * u j * g (j + 1)) ↔
      IsConj (wilsonLoop u) (wilsonLoop v) := by
  rw [isConj_iff]
  constructor
  · rintro ⟨g, hg⟩
    have hv : v = gaugeTransform g u := funext hg
    exact ⟨(g 0)⁻¹, by rw [hv, wilsonLoop_gaugeTransform, inv_inv]⟩
  · rintro ⟨c, hc⟩
    obtain ⟨g, ⟨-, hg⟩, -⟩ :=
      (existsUnique_gauge_iff u v c⁻¹).2 (by rw [inv_inv, hc])
    exact ⟨g, fun j => (congrFun hg j).symm⟩
```

The theorem concerns one ring and given links. It treats neither grids with several independent loops nor the continuum limit.

## Two choices of target links

Taking $v=u$ asks which gauge freedom remains once the links are fixed. The condition becomes $W(u)=c^{-1}W(u)c$, that is, $c$ commutes with the loop. For $U(M)$ and a loop with distinct eigenvalues, only $M$ phases remain.

```lean
/-- Residual gauge freedom: a frame change `c` at site `0` extends to a gauge
transformation that leaves all links unchanged if and only if `c` commutes with the
Wilson loop. -/
theorem residual_gauge_iff_commute [NeZero N] (u : ZMod N → G) (c : G) :
    (∃ g : ZMod N → G, g 0 = c ∧ gaugeTransform g u = u) ↔
      Commute c (wilsonLoop u) := by
  constructor
  · rintro ⟨g, h0, hg⟩
    have h := wilsonLoop_gaugeTransform g u
    rw [hg, h0] at h
    change c * wilsonLoop u = wilsonLoop u * c
    calc c * wilsonLoop u = c * (c⁻¹ * wilsonLoop u * c) := congrArg (c * ·) h
      _ = wilsonLoop u * c := by group
  · intro h
    exact ((existsUnique_gauge_iff u u c).2
      (by rw [mul_assoc, ← h.eq, inv_mul_cancel_left])).exists
```

Taking $v_j=h$ for every $j$ asks for a uniform gauge. The target loop is $h^N$, by induction on the number of links.

```lean
/-- Transport along `n` equal links `h` is the power `h ^ n`. -/
theorem transport_uniform (h : G) (n : ℕ) :
    transport (fun _ : ZMod N => h) n = h ^ n := by
  induction n with
  | zero => simp [transport]
  | succ n ih => simp only [transport, ih, pow_succ]
```

All links can therefore be made equal to $h$ exactly when $W(u)$ is conjugate to $h^N$.

```lean
/-- Uniform gauge: all links can be brought to the same value `h` by a gauge
transformation if and only if the Wilson loop is conjugate to `h ^ N`. -/
theorem uniform_gauge_iff [NeZero N] (u : ZMod N → G) (h : G) :
    (∃ g : ZMod N → G, ∀ j, h = (g j)⁻¹ * u j * g (j + 1)) ↔
      IsConj (wilsonLoop u) (h ^ N) := by
  have hw : wilsonLoop (fun _ : ZMod N => h) = h ^ N := transport_uniform h N
  rw [← hw]
  exact gauge_equivalent_iff_isConj u (fun _ => h)

end WilsonLoopRing
```

The theorem does not supply $h$, and in a general group the loop may have no $N$th root. A unitary loop has one: diagonalise it and divide each Berry phase, taken in $(-\pi,\pi]$, by $N$. The resulting gauge spreads these phases evenly along the $k$-line, a useful starting point for localised Wannier functions in one dimension.

```lean
#print axioms WilsonLoopRing.gauge_equivalent_iff_isConj
#print axioms WilsonLoopRing.residual_gauge_iff_commute
#print axioms WilsonLoopRing.uniform_gauge_iff
```

```
'WilsonLoopRing.gauge_equivalent_iff_isConj' depends on axioms: [propext, Quot.sound]
'WilsonLoopRing.residual_gauge_iff_commute' depends on axioms: [propext, Quot.sound]
'WilsonLoopRing.uniform_gauge_iff' depends on axioms: [propext, Quot.sound]
```
